# Projector probabilities sum to at most one in every state exactly when the projectors are mutually exclusive

Prepare a spin-½ particle with its spin up along $z$. The question "is the spin up along $z$?" is answered yes with probability $1$, and the question "is the spin up along $x$?" with probability $\tfrac12$. The sum is $\tfrac32$, so the two answers cannot be alternatives of a single measurement. For "up along $z$" and "down along $z$" the sum is $1$ in every state. Which property of the projectors separates the two cases?

## The bound and its derivation

Let $E$ be a complex inner-product space with $\langle\cdot,\cdot\rangle$ linear in the second argument. A projector is a linear map $P$ with $\langle Px,y\rangle=\langle x,Py\rangle$ and $P^2=P$. The weight of the event $P$ in the vector $x$ is $\|Px\|^2$, which for $\|x\|=1$ is its Born probability. For finitely many projectors $P_i$ the claim is

$$\sum_i\|P_ix\|^2\le\|x\|^2\ \text{ for all }x\quad\Longleftrightarrow\quad P_iP_j=0\ \text{ for all }i\ne j .$$

Projectors that satisfy the right-hand side are called mutually exclusive.

**Weights as expectation values.** Symmetry and idempotency give
$$\|Px\|^2=\langle Px,Px\rangle=\langle x,P^2x\rangle=\langle x,Px\rangle .$$

**From exclusiveness to the bound.** Put $S=\sum_iP_i$. It is symmetric, being a sum of symmetric maps. It is idempotent because only the diagonal terms survive in
$$S^2=\sum_{i,j}P_iP_j=\sum_iP_i^2=S .$$
So $S$ is a projector, and the total weight is $\sum_i\langle x,P_ix\rangle=\langle x,Sx\rangle=\|Sx\|^2$. Then
$$0\le\|x-Sx\|^2=\|x\|^2-2\,\mathrm{Re}\langle x,Sx\rangle+\|Sx\|^2=\|x\|^2-\|Sx\|^2 ,$$
which is the bound.

**From the bound to exclusiveness.** Take $i\ne j$ and insert $x=P_jy$. Keeping only the terms $i$ and $j$ of the sum, and using $P_j^2=P_j$, we get
$$\|P_iP_jy\|^2+\|P_jy\|^2\le\|P_jy\|^2 .$$
Event $j$ already uses up the whole norm, so $P_iP_jy=0$ for every $y$.

**A state that violates the bound.** For two projectors with $PQ\neq0$, choose $y$ with $PQy\ne0$. Then $Qy\neq0$, and $x=Qy/\|Qy\|$ is a unit vector with $Qx=x$ and
$$\|Px\|^2+\|Qx\|^2=\frac{\|PQy\|^2}{\|Qy\|^2}+1>1 .$$
The spin prepared along $z$ is a state of this kind.

**Equality.** If the weights add up to exactly $\|x\|^2$ for every $x$, the bound holds, so the projectors are exclusive and $S$ is a projector. The expansion above then gives $\|x-Sx\|^2=\|x\|^2-\|Sx\|^2=0$, hence $S=1$. Conversely, $S=1$ gives $\sum_i\|P_ix\|^2=\langle x,x\rangle=\|x\|^2$.

**Rays.** For a unit vector $u$ let $R_ux=\langle u,x\rangle u$, so that $\|R_ux\|=|\langle u,x\rangle|$. For unit vectors $u$ and $v$,
$$R_uR_vx=\langle v,x\rangle\langle u,v\rangle u .$$
This vanishes for all $x$ if $\langle u,v\rangle=0$. Conversely, if it vanishes for all $x$, then $x=v$ gives $\langle u,v\rangle u=0$, so $\langle u,v\rangle=0$. For a single electron and two normalised atomic orbitals, this means that the sum of their squared overlaps with a one-electron orbital is at most the squared norm of that orbital, whichever orbital is chosen, only if the two atomic orbitals are orthogonal.

## Space, projectors and rays in Lean

The space `E` may have any dimension and need not be complete.

```lean
import Mathlib

open Finset

namespace ExclusiveProjectors

noncomputable section

variable {E : Type*} [NormedAddCommGroup E] [InnerProductSpace ℂ E]
```

A projector is a linear map with two properties. `symmetric` is $\langle Px,y\rangle=\langle x,Py\rangle$, and `idem` is $P(Px)=Px$. Continuity is not assumed.

```lean
/-- A projector: a linear map that is symmetric and idempotent. -/
structure IsProjector (P : E →ₗ[ℂ] E) : Prop where
  symmetric : P.IsSymmetric
  idem : ∀ x, P (P x) = P x
```

The map $R_u$ is called `ray u`. It is defined for every vector `u`, but it is shown to be a projector only for unit vectors. Mathlib's inner product is conjugate-linear in the first slot, so `inner ℂ u x` is linear in `x`, as the definition requires.

```lean
/-- The map `|u⟩⟨u|`, which sends `x` to `⟨u, x⟩ u`. -/
def ray (u : E) : E →ₗ[ℂ] E where
  toFun x := inner ℂ u x • u
  map_add' x y := by rw [inner_add_right, add_smul]
  map_smul' c x := by rw [inner_smul_right, mul_smul, RingHom.id_apply]
```

## Expectation values and mutual exclusion

The first lemma is $\|Px\|^2=\mathrm{Re}\langle x,Px\rangle$. The real part appears because Lean's inner product is a complex number and the norm a real one. The proof applies symmetry to the pair `x`, `P x` and then idempotency.

```lean
/-- For a projector `P`, `‖P x‖²` is the real part of `⟨x, P x⟩`. For a unit vector `x` this is the
expectation value of `P`. -/
theorem norm_sq_eq_expectation {P : E →ₗ[ℂ] E} (hP : IsProjector P) (x : E) :
    ‖P x‖ ^ 2 = (inner ℂ x (P x)).re := by
  have h := hP.symmetric x (P x)
  rw [hP.idem] at h
  rw [← h]
  exact (inner_self_eq_norm_sq (𝕜 := ℂ) (P x)).symm
```

Exclusion of two projectors is a symmetric relation. By hand,
$$\|QPx\|^2=\langle Px,Q^2Px\rangle=\langle Px,QPx\rangle=\langle x,PQPx\rangle=0 ,$$
where the last step uses $PQ=0$ on the vector $Px$. The chain of rewrites for `h1` follows these equalities from left to right.

```lean
/-- Exclusiveness of two projectors is mutual: if `PQ = 0` then `QP = 0`. -/
theorem exclusive_symm {P Q : E →ₗ[ℂ] E} (hP : IsProjector P) (hQ : IsProjector Q)
    (h : P ∘ₗ Q = 0) : Q ∘ₗ P = 0 := by
  refine LinearMap.ext fun x => ?_
  have h2 : P (Q (P x)) = 0 := LinearMap.congr_fun h (P x)
  have h1 : inner ℂ (Q (P x)) (Q (P x)) = 0 := by
    rw [hQ.symmetric (P x) (Q (P x)), hQ.idem, hP.symmetric x (Q (P x)), h2,
      inner_zero_right]
  exact inner_self_eq_zero.1 h1
```

The events are now labelled by a finite type `ι`. The lemma states that $S$ is a projector when all products with different indices vanish. The first bullet proves symmetry term by term. The second proves $S^2=S$: `sum_eq_single i` reduces the inner sum $\sum_jP_iP_jx$ to its diagonal term.

```lean
variable {ι : Type*} [Fintype ι]

/-- The sum of finitely many projectors with vanishing mutual products is a projector. -/
theorem isProjector_sum {P : ι → E →ₗ[ℂ] E} (hP : ∀ i, IsProjector (P i))
    (h : ∀ i j, i ≠ j → P i ∘ₗ P j = 0) : IsProjector (∑ i, P i) := by
  have hS : ∀ y, (∑ i, P i) y = ∑ i, P i y := fun y => by rw [LinearMap.sum_apply]
  constructor
  · intro x y
    rw [hS x, hS y, sum_inner, inner_sum]
    exact sum_congr rfl fun i _ => (hP i).symmetric x y
  · intro x
    rw [hS ((∑ i, P i) x), hS x]
    refine sum_congr rfl fun i _ => ?_
    -- only the diagonal term of the double sum survives
    rw [map_sum, sum_eq_single i]
    · exact (hP i).idem x
    · intro j _ hj
      exact LinearMap.congr_fun (h i j hj.symm) x
    · intro hi
      exact absurd (mem_univ i) hi
```

## The bound for a finite family

The main theorem is the equivalence stated at the start. It quantifies over all vectors, with $\|x\|^2$ on the right. For a unit vector the right-hand side is $1$, and the statement is about probabilities.

In the first direction, `hx` is the bound at $P_jy$ and `hpair` discards all terms except $i$ and $j$. In the second, `hsum` writes the total weight as $\mathrm{Re}\langle x,Sx\rangle$, `hb` identifies this with $\|Sx\|^2$, and `hd` expands $\|x-Sx\|^2$. `linarith` combines them with the non-negativity `hn`.

```lean
/-- For finitely many projectors, the weights `‖P i x‖²` add up to at most `‖x‖²` in every
vector `x` if and only if the projectors are mutually exclusive. -/
theorem sum_le_iff_exclusive {P : ι → E →ₗ[ℂ] E} (hP : ∀ i, IsProjector (P i)) :
    (∀ x, ∑ i, ‖P i x‖ ^ 2 ≤ ‖x‖ ^ 2) ↔ ∀ i j, i ≠ j → P i ∘ₗ P j = 0 := by
  classical
  constructor
  · intro h i j hij
    refine LinearMap.ext fun y => ?_
    -- in the vector `P j y` the event `j` already exhausts the norm
    have hx := h (P j y)
    have hpair : ∑ k ∈ ({i, j} : Finset ι), ‖P k (P j y)‖ ^ 2
        ≤ ∑ k, ‖P k (P j y)‖ ^ 2 :=
      sum_le_sum_of_subset_of_nonneg (subset_univ _) fun k _ _ => sq_nonneg _
    rw [sum_pair hij, (hP j).idem] at hpair
    have h0 : ‖P i (P j y)‖ ^ 2 = 0 :=
      le_antisymm (by linarith) (sq_nonneg _)
    exact norm_eq_zero.1 ((pow_eq_zero_iff two_ne_zero).1 h0)
  · intro h x
    have hsum : ∑ i, ‖P i x‖ ^ 2 = (inner ℂ x ((∑ i, P i) x)).re := by
      rw [LinearMap.sum_apply, inner_sum, Complex.re_sum]
      exact sum_congr rfl fun i _ => norm_sq_eq_expectation (hP i) x
    have hb := norm_sq_eq_expectation (isProjector_sum hP h) x
    -- the part of `x` outside all events has non-negative squared norm
    have hd : ‖x - (∑ i, P i) x‖ ^ 2 = ‖x‖ ^ 2 - 2 * (inner ℂ x ((∑ i, P i) x)).re
        + ‖(∑ i, P i) x‖ ^ 2 := norm_sub_sq (𝕜 := ℂ) _ _
    have hn := sq_nonneg ‖x - (∑ i, P i) x‖
    linarith
```

The case of two projectors follows by taking the family `![P, Q]`, indexed by `Fin 2`. The hypothesis is only $PQ=0$, while the family version also needs $QP=0$, which `exclusive_symm` supplies.

```lean
/-- For two projectors, `‖Px‖² + ‖Qx‖² ≤ ‖x‖²` holds for all `x` if and only if `PQ = 0`. -/
theorem add_le_iff_exclusive {P Q : E →ₗ[ℂ] E} (hP : IsProjector P) (hQ : IsProjector Q) :
    (∀ x, ‖P x‖ ^ 2 + ‖Q x‖ ^ 2 ≤ ‖x‖ ^ 2) ↔ P ∘ₗ Q = 0 := by
  have hfam : ∀ i, IsProjector ((![P, Q] : Fin 2 → E →ₗ[ℂ] E) i) := by
    intro i
    fin_cases i
    exacts [hP, hQ]
  have key := sum_le_iff_exclusive hfam
  constructor
  · intro h
    exact key.1 (fun x => by simpa [Fin.sum_univ_two] using h x) 0 1 (by decide)
  · intro h x
    have hx := key.2 (fun i j hij => by
      fin_cases i <;> fin_cases j
      exacts [absurd rfl hij, h, exclusive_symm hP hQ h, absurd rfl hij]) x
    simpa [Fin.sum_univ_two] using hx
```

Commuting projectors need not satisfy the bound: for $P=Q\ne0$, a unit vector in the range has total weight $2$.

## A state with total probability above one

When $PQ\ne0$, the next theorem gives a unit vector on which $Q$ is certain and the total exceeds one. Only `Q` is assumed to be a projector, and the proof uses only its idempotency; `P` can be any linear map, though $\|Px\|^2$ is a probability only when `P` is a projector too. The proof normalises $Qy$ as in the derivation: `hnorm` says that the result has norm one, `hfix` that $Q$ leaves it unchanged, and `hne` that $P$ does not annihilate it.

```lean
/-- If `Q` is a projector and `P` a linear map with `PQ ≠ 0`, some unit vector left unchanged
by `Q` has `‖Px‖² + ‖Qx‖²` greater than one. -/
theorem exists_state_exceeding_one {P Q : E →ₗ[ℂ] E} (hQ : IsProjector Q)
    (h : P ∘ₗ Q ≠ 0) : ∃ x, ‖x‖ = 1 ∧ Q x = x ∧ 1 < ‖P x‖ ^ 2 + ‖Q x‖ ^ 2 := by
  obtain ⟨y, hy⟩ : ∃ y, P (Q y) ≠ 0 := by
    by_contra! hc
    exact h (LinearMap.ext hc)
  have hz : Q y ≠ 0 := fun h0 => hy (by rw [h0, map_zero])
  have hc : ((‖Q y‖ : ℂ))⁻¹ ≠ 0 :=
    inv_ne_zero (Complex.ofReal_ne_zero.2 (norm_ne_zero_iff.2 hz))
  -- normalise the vector `Q y`
  have hnorm : ‖((‖Q y‖ : ℂ))⁻¹ • Q y‖ = 1 := by
    rw [norm_smul, norm_inv, Complex.norm_real, norm_norm,
      inv_mul_cancel₀ (norm_ne_zero_iff.2 hz)]
  have hfix : Q (((‖Q y‖ : ℂ))⁻¹ • Q y) = ((‖Q y‖ : ℂ))⁻¹ • Q y := by
    rw [map_smul, hQ.idem]
  have hne : P (((‖Q y‖ : ℂ))⁻¹ • Q y) ≠ 0 := by
    rw [map_smul]
    exact smul_ne_zero hc hy
  refine ⟨_, hnorm, hfix, ?_⟩
  rw [hfix, hnorm]
  have hpos := pow_pos (norm_pos_iff.2 hne) 2
  linarith
```

## Exact sums and completeness

The weights add up to exactly $\|x\|^2$ in every vector if and only if the projectors sum to the identity. Exclusiveness is not assumed. In the forward direction it comes from `sum_le_iff_exclusive`, because an equality is in particular an upper bound. Then `h0` shows that the remainder $x-Sx$ has norm zero.

```lean
/-- For finitely many projectors, the weights add up to exactly `‖x‖²` in every vector `x`
if and only if the projectors sum to the identity. -/
theorem sum_eq_iff_complete {P : ι → E →ₗ[ℂ] E} (hP : ∀ i, IsProjector (P i)) :
    (∀ x, ∑ i, ‖P i x‖ ^ 2 = ‖x‖ ^ 2) ↔ ∑ i, P i = LinearMap.id := by
  have hsum : ∀ x, ∑ i, ‖P i x‖ ^ 2 = (inner ℂ x ((∑ i, P i) x)).re := by
    intro x
    rw [LinearMap.sum_apply, inner_sum, Complex.re_sum]
    exact sum_congr rfl fun i _ => norm_sq_eq_expectation (hP i) x
  constructor
  · intro h
    have hS := isProjector_sum hP ((sum_le_iff_exclusive hP).1 fun x => (h x).le)
    refine LinearMap.ext fun x => ?_
    have hb := norm_sq_eq_expectation hS x
    have hd : ‖x - (∑ i, P i) x‖ ^ 2 = ‖x‖ ^ 2 - 2 * (inner ℂ x ((∑ i, P i) x)).re
        + ‖(∑ i, P i) x‖ ^ 2 := norm_sub_sq (𝕜 := ℂ) _ _
    -- nothing of `x` is left outside the events
    have h0 : ‖x - (∑ i, P i) x‖ ^ 2 = 0 := by linarith [hsum x, h x]
    exact (sub_eq_zero.1 (norm_eq_zero.1 ((pow_eq_zero_iff two_ne_zero).1 h0))).symm
  · intro h x
    rw [hsum x, h, LinearMap.id_apply]
    exact inner_self_eq_norm_sq (𝕜 := ℂ) x
```

## Unit vectors and squared overlaps

For a unit vector, `ray u` is a projector. Symmetry is the identity $\overline{\langle u,x\rangle}\langle u,y\rangle=\langle x,u\rangle\langle u,y\rangle$, and idempotency uses $\langle u,u\rangle=1$.

```lean
/-- For a unit vector `u`, the map `|u⟩⟨u|` is a projector. -/
theorem isProjector_ray {u : E} (hu : ‖u‖ = 1) : IsProjector (ray u) := by
  constructor
  · intro x y
    change inner ℂ (inner ℂ u x • u) y = inner ℂ x (inner ℂ u y • u)
    rw [inner_smul_left, inner_smul_right, inner_conj_symm, mul_comm]
  · intro x
    change inner ℂ u (inner ℂ u x • u) • u = inner ℂ u x • u
    rw [inner_smul_right, inner_self_eq_norm_sq_to_K, hu]
    simp
```

The theorem for two projectors now becomes a statement about overlaps. The auxiliary `hn` replaces $\|R_wx\|$ by $|\langle w,x\rangle|$, after which `key` turns the bound into $R_uR_v=0$. The two bullets show that this product vanishes exactly when $\langle u,v\rangle=0$, the first by evaluating it at $v$.

```lean
/-- For unit vectors `u` and `v`, the transition weights `|⟨u, x⟩|²` and `|⟨v, x⟩|²` add up to
at most `‖x‖²` for every `x` if and only if `u` and `v` are orthogonal. -/
theorem transition_le_iff_orthogonal {u v : E} (hu : ‖u‖ = 1) (hv : ‖v‖ = 1) :
    (∀ x, ‖inner ℂ u x‖ ^ 2 + ‖inner ℂ v x‖ ^ 2 ≤ ‖x‖ ^ 2) ↔ inner ℂ u v = 0 := by
  have hn : ∀ w : E, ‖w‖ = 1 → ∀ x, ‖ray w x‖ = ‖inner ℂ w x‖ := by
    intro w hw x
    change ‖inner ℂ w x • w‖ = _
    rw [norm_smul, hw, mul_one]
  have key := add_le_iff_exclusive (isProjector_ray hu) (isProjector_ray hv)
  simp only [hn u hu, hn v hv] at key
  rw [key]
  constructor
  · intro h
    have hvv : ray v v = v := by
      change inner ℂ v v • v = v
      rw [inner_self_eq_norm_sq_to_K, hv]
      simp
    have h1 : ray u (ray v v) = 0 := LinearMap.congr_fun h v
    rw [hvv] at h1
    exact norm_eq_zero.1 (by rw [← hn u hu, h1, norm_zero])
  · intro h
    refine LinearMap.ext fun x => ?_
    change inner ℂ u (inner ℂ v x • v) • u = 0
    rw [inner_smul_right, h, mul_zero, zero_smul]
```

## The two basis states of a qubit

The vectors `ket 0` and `ket 1` are the standard basis of $\mathbb C^2$, for instance spin up and spin down along $z$.

```lean
/-- The basis vectors of a two-level system. -/
abbrev ket (i : Fin 2) : EuclideanSpace ℂ (Fin 2) := EuclideanSpace.single i 1
```

Their rays are projectors with product zero. Each leaves its own basis vector unchanged, so neither projector is zero and the exclusion is not a trivial one.

```lean
/-- In a two-level system the maps `|0⟩⟨0|` and `|1⟩⟨1|` are projectors with product zero,
and each leaves its own basis vector unchanged. -/
theorem exclusive_witness :
    IsProjector (ray (ket 0)) ∧ IsProjector (ray (ket 1)) ∧
      ray (ket 0) ∘ₗ ray (ket 1) = 0 ∧
      ray (ket 0) (ket 0) = ket 0 ∧ ray (ket 1) (ket 1) = ket 1 := by
  refine ⟨isProjector_ray (by simp), isProjector_ray (by simp), ?_, ?_, ?_⟩
  · refine LinearMap.ext fun x => ?_
    have h01 : inner ℂ (ket 0) (ket 1) = 0 := by
      simp [ket, EuclideanSpace.inner_single_left]
    change inner ℂ (ket 0) (inner ℂ (ket 1) x • ket 1) • ket 0 = 0
    rw [inner_smul_right, h01, mul_zero, zero_smul]
  · simp [ray]
  · simp [ray]

end

end ExclusiveProjectors
```

```lean
#print axioms ExclusiveProjectors.sum_le_iff_exclusive
-- 'ExclusiveProjectors.sum_le_iff_exclusive' depends on axioms: [propext, Classical.choice, Quot.sound]
#print axioms ExclusiveProjectors.exists_state_exceeding_one
-- 'ExclusiveProjectors.exists_state_exceeding_one' depends on axioms: [propext, Classical.choice, Quot.sound]
#print axioms ExclusiveProjectors.sum_eq_iff_complete
-- 'ExclusiveProjectors.sum_eq_iff_complete' depends on axioms: [propext, Classical.choice, Quot.sound]
#print axioms ExclusiveProjectors.transition_le_iff_orthogonal
-- 'ExclusiveProjectors.transition_le_iff_orthogonal' depends on axioms: [propext, Classical.choice, Quot.sound]
```

## The reach of the result

The Born rule enters as the interpretation of $\|Px\|^2$; it is not derived. The states are vectors, the families are finite, and the events are projectors, so density matrices, infinite families and unsharp measurements described by general positive operators are not treated. All weights are taken in the same vector $x$, which means that the theorems compare probabilities in one preparation and do not describe measurements made one after another.
